# A frequency grid with nonnegative weights needs at least ln(R)/(3π) nodes to integrate every transition energy in [1, R] to within 50%

## Choosing the number of frequency points

A GW or RPA calculation that integrates along the imaginary axis needs a number of frequency points. That number should be reconsidered when the range of transition energies widens, because the gap is smaller or because higher empty states are included. Let $R$ be the ratio of the largest to the smallest transition energy. If the weights are nonnegative and the grid must integrate the response factor of every transition energy in the range, an allowed error of 50% in that integral already forces the number of points to grow at least like $\ln R$.

The test integrand comes from the non-interacting density response. At imaginary frequency $i\omega$, a transition of energy $D>0$ enters it, up to sign, with the factor $2D/(D^2+\omega^2)$. Integrating the response over frequency gives, up to a constant factor, the equal-time density fluctuations, and there the factor of each transition becomes independent of $D$:

$$\int_0^\infty \frac{2D}{D^2+\omega^2}\,d\omega=\Big[2\arctan\frac{\omega}{D}\Big]_0^\infty=\pi .$$

A grid with nodes $w_j$ and weights $g_j$, $n$ of each, replaces the integral by

$$Q(D)=\sum_j g_j\,\frac{2D}{D^2+w_j^2}.$$

The result concerns this non-interacting, one-transition integral; it does not bound the error of a self-energy or a correlation energy.

## The bound in words and in Lean

Let $0<a\le b$ and $g_j\ge 0$, and suppose that $|Q(D)-\pi|\le\varepsilon\pi$ for every $D\in[a,b]$. Then

$$n\ \ge\ \frac{1-\varepsilon}{1+\varepsilon}\,\frac{\ln(b/a)}{\pi}.$$

This is `grid_size_lower_bound`. Measuring energies in units of the smallest transition and taking $\varepsilon=1/2$ gives `crude_grid_lower_bound`, with $n\ge\ln R/(3\pi)$ on $[1,R]$.

In Lean, `gridIntegral w g D` is $Q(D)$, the grid is a pair of functions `Fin n → ℝ`, and `Set.Icc a b` is the closed energy window. The nodes may be any real numbers, since only their squares enter. The target $\pi$ is derived in `exact_frequency_integral`. The condition `hg` states that the weights are nonnegative, so grids with weights of both signs need a separate argument.

Conversely, `octave_grid_suffices` gives a grid of $N+3$ nodes that meets the 50% tolerance on $[1,2^N]$. Logarithmic growth is therefore the right order for this task, although the constants in the two bounds differ. The lower bound is not a recipe for the size of a grid: at $R=10^4$ and 50% tolerance it asks for only one node.

## Deriving the lower bound

**One node.** Let $v_j$ be the point of $[a,b]$ nearest to $|w_j|$. For every $D$ in the window,

$$\frac{2}{D^2+w_j^2}\le\frac{2v_j}{v_j^2+w_j^2}\cdot\frac{2v_j}{D^2+v_j^2}.$$

After cross-multiplication this reads $(v_j^2-D^2)(v_j^2-w_j^2)\le0$. If $|w_j|$ lies in the window, the second factor is zero. If $|w_j|<a$, then $v_j=a$, so the first factor is at most zero and the second is positive. If $|w_j|>b$, then $v_j=b$ and the signs are reversed.

**Its weight.** All terms of $Q(v_j)$ are nonnegative, so the $j$-th term alone satisfies

$$g_j\frac{2v_j}{v_j^2+w_j^2}\le Q(v_j)\le(1+\varepsilon)\pi .$$

**All nodes.** Divide the lower accuracy bound by $D$ and insert the two estimates:

$$\frac{(1-\varepsilon)\pi}{D}\le\frac{Q(D)}{D}=\sum_j\frac{2g_j}{D^2+w_j^2}\le\sum_j 2(1+\varepsilon)\pi\,\frac{v_j}{D^2+v_j^2}.$$

Integrate from $a$ to $b$:

$$(1-\varepsilon)\pi\ln\frac ba\le 2(1+\varepsilon)\pi\sum_j\Big[\arctan\frac b{v_j}-\arctan\frac a{v_j}\Big]\le n(1+\varepsilon)\pi^2 .$$

Each bracket is at most $\pi/2$. Division by $(1+\varepsilon)\pi^2$ gives the bound.

## A grid with one node per octave

Take $w_k=2^k$ and $g_k=\frac{\pi}{4}2^k$ for $k=0,\dots,N+2$. Then $Q(D)=\frac\pi4\sum_k f_k$ with $f_k=2^k\cdot 2D/(D^2+4^k)$, and it suffices that $2\le\sum_k f_k\le6$. For $D\in[1,2^N]$ choose $m$ with $2^m\le D<2^{m+1}$, and write $D=t\,2^m$ with $1\le t<2$.

For the lower estimate, keep the nodes $m$, $m+1$ and $m+2$:

$$\frac{2t}{t^2+1}\ge\frac45,\qquad \frac{4t}{t^2+4}\ge\frac45,\qquad \frac{8t}{t^2+16}\ge\frac8{20}=\frac25 .$$

The first two are equivalent to $(2t-1)(t-2)\le0$ and $(t-1)(t-4)\le0$. The three terms add up to at least 2.

For the upper estimate, use $f_k\le2\cdot2^k/D$ for $k\le m$ and $f_k\le2D/2^k$ for $k>m$. The geometric sums are at most $4/t$ and $2t$, and $4/t+2t\le6$ because $(t-1)(t-2)\le0$.

## Accuracy at the two ends of the window is not enough

Suppose the grid only has to be accurate at $D=1$ and $D=R$. Take the nodes $1$ and $R$ with weights $c$ and $cR$, where $c=\pi/\big(1+2R/(1+R^2)\big)$. Then $Q(1)=Q(R)=\pi$ exactly, with two nodes for every $R\ge1$, and the bound $n\ge\ln R/(3\pi)$ fails once $R>e^{6\pi}$. In between, $Q(\sqrt R)=4c\sqrt R/(1+R)$ tends to zero as $R$ grows. This two-node example is argued here in prose only.

## The Lean file

```lean
import Mathlib

open scoped Real

namespace ImaginaryFrequencyGrid

noncomputable section

/-- The imaginary-frequency quadrature with nodes `w` and weights `g`, applied to the
kernel `2D/(D² + w²)` of a transition energy `D > 0`. -/
def gridIntegral {n : ℕ} (w g : Fin n → ℝ) (D : ℝ) : ℝ :=
  ∑ j, g j * (2 * D / (D ^ 2 + w j ^ 2))

/-- The derivative of `arctan (x/v)` is a Lorentzian of width `v > 0`. -/
theorem hasDerivAt_arctan_div {v : ℝ} (hv : 0 < v) (x : ℝ) :
    HasDerivAt (fun y => Real.arctan (y / v)) (v / (x ^ 2 + v ^ 2)) x := by
  refine (((hasDerivAt_id' x).div_const v).arctan).congr_deriv ?_
  have hv2 : v ^ 2 ≠ 0 := by positivity
  have hq : x ^ 2 + v ^ 2 ≠ 0 := by positivity
  have e : 1 + (x / v) ^ 2 = (x ^ 2 + v ^ 2) / v ^ 2 := by
    rw [div_pow, add_div, div_self hv2]
    ring
  rw [e]
  field_simp

/-- The exact integral over positive imaginary frequencies equals `π` for every
transition energy `D > 0`. -/
theorem exact_frequency_integral {D : ℝ} (hD : 0 < D) :
    ∫ w in Set.Ioi (0 : ℝ), 2 * D / (D ^ 2 + w ^ 2) = π := by
  have hlim : Filter.Tendsto (fun w : ℝ => 2 * Real.arctan (w / D)) Filter.atTop
      (nhds (2 * (π / 2))) :=
    ((tendsto_nhds_of_tendsto_nhdsWithin Real.tendsto_arctan_atTop).comp
      (Filter.tendsto_id.atTop_div_const hD)).const_mul 2
  have h := MeasureTheory.integral_Ioi_of_hasDerivAt_of_nonneg'
    (a := 0) (g' := fun w => 2 * D / (D ^ 2 + w ^ 2))
    (fun w _ => ((hasDerivAt_arctan_div hD w).const_mul 2).congr_deriv (by ring))
    (fun w _ => by positivity) hlim
  rw [h, zero_div, Real.arctan_zero]
  ring

/-- For transition energies in a window `[a,b]` with `0 < a ≤ b`, the kernel of any node `w` is,
after division by the energy `D`, at most `2v/(v² + w²)`, the kernel at some `v` in the window,
times the Lorentzian `2v/(D² + v²)`. The same `v` serves every `D`. -/
theorem kernel_bound (w : ℝ) {a b : ℝ} (ha : 0 < a) (hab : a ≤ b) :
    ∃ v ∈ Set.Icc a b, ∀ D ∈ Set.Icc a b,
      2 / (D ^ 2 + w ^ 2) ≤ 2 * v / (v ^ 2 + w ^ 2) * (2 * v / (D ^ 2 + v ^ 2)) := by
  -- v is the point of the window nearest to |w|
  have key : ∃ v ∈ Set.Icc a b, ∀ D ∈ Set.Icc a b,
      (v ^ 2 - D ^ 2) * (v ^ 2 - w ^ 2) ≤ 0 := by
    have hw := sq_abs w
    have hw0 := abs_nonneg w
    rcases le_total |w| a with h1 | h1
    · refine ⟨a, ⟨le_rfl, hab⟩, fun D hD => ?_⟩
      have A : 0 ≤ D ^ 2 - a ^ 2 := by nlinarith [hD.1]
      have B : 0 ≤ a ^ 2 - w ^ 2 := by nlinarith
      nlinarith [mul_nonneg A B]
    · rcases le_total b |w| with h2 | h2
      · refine ⟨b, ⟨hab, le_rfl⟩, fun D hD => ?_⟩
        have A : 0 ≤ b ^ 2 - D ^ 2 := by nlinarith [hD.1, hD.2]
        have B : 0 ≤ w ^ 2 - b ^ 2 := by nlinarith
        nlinarith [mul_nonneg A B]
      · exact ⟨|w|, ⟨h1, h2⟩, fun D _ => by simp [sq_abs]⟩
  obtain ⟨v, hv, hk⟩ := key
  refine ⟨v, hv, fun D hD => ?_⟩
  have hv0 : 0 < v := ha.trans_le hv.1
  have hD0 : 0 < D := ha.trans_le hD.1
  rw [div_mul_div_comm, div_le_div_iff₀ (by positivity) (by positivity)]
  nlinarith [hk D hD]

/-- If a grid with nonnegative weights reproduces `π` with relative error at most `ε` for all
transition energies in `[a,b]`, `0 < a ≤ b`, then its number of nodes is at least
`(1-ε)/(1+ε) · ln(b/a)/π`. -/
theorem grid_size_lower_bound {n : ℕ} {w g : Fin n → ℝ} {a b ε : ℝ}
    (ha : 0 < a) (hab : a ≤ b) (hg : ∀ j, 0 ≤ g j)
    (h : ∀ D ∈ Set.Icc a b, |gridIntegral w g D - π| ≤ ε * π) :
    (1 - ε) / (1 + ε) * (Real.log (b / a) / π) ≤ n := by
  have hpi := Real.pi_pos
  have hε : 0 ≤ ε := by
    have h0 := (abs_nonneg _).trans (h a ⟨le_rfl, hab⟩)
    exact le_of_mul_le_mul_right (by linarith : 0 * π ≤ ε * π) hpi
  have hC : 0 ≤ (1 + ε) * π := by positivity
  choose v hv hk using fun j => kernel_bound (w j) ha hab
  have hv0 : ∀ j, 0 < v j := fun j => ha.trans_le (hv j).1
  -- accuracy at D = v j limits the contribution of node j alone
  have hpeak : ∀ j, g j * (2 * v j / (v j ^ 2 + w j ^ 2)) ≤ (1 + ε) * π := by
    intro j
    have hj := hv0 j
    have h1 : g j * (2 * v j / (v j ^ 2 + w j ^ 2)) ≤ gridIntegral w g (v j) :=
      Finset.single_le_sum (f := fun i => g i * (2 * v j / (v j ^ 2 + w i ^ 2)))
        (fun i _ => mul_nonneg (hg i) (by positivity)) (Finset.mem_univ j)
    have h2 := (abs_le.1 (h _ (hv j))).2
    linarith
  have hF : ∀ x ∈ Set.Icc a b, HasDerivAt
      (fun y => (∑ j, 2 * ((1 + ε) * π) * Real.arctan (y / v j)) - (1 - ε) * π * Real.log y)
      ((∑ j, 2 * ((1 + ε) * π) * (v j / (x ^ 2 + v j ^ 2))) - (1 - ε) * π * x⁻¹) x := by
    intro x hx
    exact (HasDerivAt.fun_sum fun j _ =>
      (hasDerivAt_arctan_div (hv0 j) x).const_mul _).fun_sub
      ((Real.hasDerivAt_log (ha.trans_le hx.1).ne').const_mul _)
  have hF' : ∀ x ∈ Set.Icc a b,
      0 ≤ (∑ j, 2 * ((1 + ε) * π) * (v j / (x ^ 2 + v j ^ 2))) - (1 - ε) * π * x⁻¹ := by
    intro x hx
    have hx0 : 0 < x := ha.trans_le hx.1
    have e : gridIntegral w g x * x⁻¹ = ∑ j, g j * (2 / (x ^ 2 + w j ^ 2)) := by
      unfold gridIntegral
      rw [Finset.sum_mul]
      refine Finset.sum_congr rfl fun j _ => ?_
      have hq : x ^ 2 + w j ^ 2 ≠ 0 := by positivity
      field_simp
    have lo : (1 - ε) * π * x⁻¹ ≤ gridIntegral w g x * x⁻¹ :=
      mul_le_mul_of_nonneg_right (by linarith [(abs_le.1 (h x hx)).1]) (by positivity)
    have up : ∑ j, g j * (2 / (x ^ 2 + w j ^ 2)) ≤
        ∑ j, 2 * ((1 + ε) * π) * (v j / (x ^ 2 + v j ^ 2)) := by
      refine Finset.sum_le_sum fun j _ => ?_
      have hj := hv0 j
      have s1 := mul_le_mul_of_nonneg_left (hk j x hx) (hg j)
      have s2 := mul_le_mul_of_nonneg_right (hpeak j)
        (by positivity : 0 ≤ 2 * v j / (x ^ 2 + v j ^ 2))
      rw [← mul_assoc] at s1
      exact (s1.trans s2).trans_eq (by ring)
    rw [e] at lo
    linarith
  -- the comparison function grows across the window
  have hm := monotoneOn_of_deriv_nonneg (convex_Icc a b)
    (fun x hx => (hF x hx).continuousAt.continuousWithinAt)
    (fun x hx => (hF x (interior_subset hx)).differentiableAt.differentiableWithinAt)
    (fun x hx => by
      rw [(hF x (interior_subset hx)).deriv]
      exact hF' x (interior_subset hx))
    (Set.left_mem_Icc.2 hab) (Set.right_mem_Icc.2 hab) hab
  beta_reduce at hm
  have hup : ∑ j, 2 * ((1 + ε) * π) * Real.arctan (b / v j) ≤
      ∑ _j : Fin n, (1 + ε) * π * π := by
    refine Finset.sum_le_sum fun j _ => ?_
    nlinarith [mul_le_mul_of_nonneg_left (Real.arctan_lt_pi_div_two (b / v j)).le hC]
  simp only [Finset.sum_const, Finset.card_univ, Fintype.card_fin, nsmul_eq_mul] at hup
  have hlo : 0 ≤ ∑ j, 2 * ((1 + ε) * π) * Real.arctan (a / v j) := by
    refine Finset.sum_nonneg fun j _ => mul_nonneg (by positivity) ?_
    have h0 := Real.arctan_strictMono.monotone (div_pos ha (hv0 j)).le
    rwa [Real.arctan_zero] at h0
  rw [Real.log_div (ha.trans_le hab).ne' ha.ne', div_mul_div_comm,
    div_le_iff₀ (by positivity)]
  exact le_of_mul_le_mul_right (by linarith) hpi

/-- A grid with nonnegative weights that reproduces `π` to within `π/2` for all transition
energies in `[1,R]`, `R ≥ 1`, has at least `ln R/(3π)` nodes. -/
theorem crude_grid_lower_bound {n : ℕ} {w g : Fin n → ℝ} {R : ℝ} (hR : 1 ≤ R)
    (hg : ∀ j, 0 ≤ g j)
    (h : ∀ D ∈ Set.Icc 1 R, |gridIntegral w g D - π| ≤ π / 2) :
    Real.log R / (3 * π) ≤ n := by
  have h1 := grid_size_lower_bound (ε := 1 / 2) one_pos hR hg
    (fun D hD => (h D hD).trans_eq (by ring))
  rw [div_one] at h1
  exact le_of_eq_of_le (by ring) h1

/-- For `0 < P ≤ D ≤ 2P`, the three nodes `P`, `2P`, `4P`, each weighted by its own frequency,
together contribute at least `2`. -/
theorem three_nodes {P D : ℝ} (hP : 0 < P) (h1 : P ≤ D) (h2 : D ≤ 2 * P) :
    2 ≤ P * (2 * D / (D ^ 2 + P ^ 2)) + 2 * P * (2 * D / (D ^ 2 + (2 * P) ^ 2))
      + 4 * P * (2 * D / (D ^ 2 + (4 * P) ^ 2)) := by
  have a1 := mul_nonneg (sub_nonneg.2 h1) (sub_nonneg.2 h2)
  have a2 := mul_nonneg hP.le (sub_nonneg.2 h2)
  have a3 := mul_nonneg hP.le (sub_nonneg.2 h1)
  have b1 : 4 / 5 ≤ P * (2 * D / (D ^ 2 + P ^ 2)) := by
    rw [← mul_div_assoc, le_div_iff₀ (by positivity)]
    nlinarith
  have b2 : 4 / 5 ≤ 2 * P * (2 * D / (D ^ 2 + (2 * P) ^ 2)) := by
    rw [← mul_div_assoc, le_div_iff₀ (by positivity)]
    nlinarith
  have b3 : 2 / 5 ≤ 4 * P * (2 * D / (D ^ 2 + (4 * P) ^ 2)) := by
    rw [← mul_div_assoc, le_div_iff₀ (by positivity)]
    nlinarith [sq_nonneg P]
  linarith

/-- For `1 ≤ D ≤ 2^N`, the kernel summed over the octave nodes `1, 2, 4, …, 2^(N+2)`, each
weighted by its own frequency, lies between `2` and `6`. -/
theorem octave_sum_bounds (N : ℕ) {D : ℝ} (hD : D ∈ Set.Icc (1 : ℝ) (2 ^ N)) :
    2 ≤ ∑ k ∈ Finset.range (N + 3), (2 : ℝ) ^ k * (2 * D / (D ^ 2 + (2 ^ k) ^ 2)) ∧
    ∑ k ∈ Finset.range (N + 3), (2 : ℝ) ^ k * (2 * D / (D ^ 2 + (2 ^ k) ^ 2)) ≤ 6 := by
  have hD0 : 0 < D := one_pos.trans_le hD.1
  obtain ⟨f, hf⟩ : ∃ f : ℕ → ℝ, ∀ k, f k = 2 ^ k * (2 * D / (D ^ 2 + (2 ^ k) ^ 2)) :=
    ⟨_, fun _ => rfl⟩
  rw [← Finset.sum_congr rfl fun k _ => hf k]
  -- D lies in the octave from 2^m to 2^(m+1)
  obtain ⟨m, hm1, hm2⟩ := exists_nat_pow_near hD.1 (one_lt_two : (1 : ℝ) < 2)
  have hmN : m ≤ N := (pow_le_pow_iff_right₀ (one_lt_two : (1 : ℝ) < 2)).1 (hm1.trans hD.2)
  have hP : (0 : ℝ) < 2 ^ m := by positivity
  have hm3 : D ≤ 2 * 2 ^ m := hm2.le.trans_eq (by ring)
  have f0 : ∀ k, 0 ≤ f k := fun k => by rw [hf]; positivity
  constructor
  · have hs : ∑ k ∈ Finset.range (m + 3), f k ≤ ∑ k ∈ Finset.range (N + 3), f k :=
      Finset.sum_le_sum_of_subset_of_nonneg
        (Finset.range_subset_range.2 (by omega)) (fun k _ _ => f0 k)
    have h3 := three_nodes hP hm1 hm3
    have e1 : (2 : ℝ) * 2 ^ m = 2 ^ (m + 1) := by ring
    have e2 : (4 : ℝ) * 2 ^ m = 2 ^ (m + 2) := by ring
    rw [e1, e2, ← hf, ← hf, ← hf] at h3
    rw [Finset.sum_range_succ, Finset.sum_range_succ, Finset.sum_range_succ] at hs
    linarith [Finset.sum_nonneg fun k (_ : k ∈ Finset.range m) => f0 k]
  · have low : ∀ k, f k ≤ 2 * 2 ^ k / D := fun k => by
      have hk : (0 : ℝ) < 2 ^ k := by positivity
      rw [hf, ← mul_div_assoc, div_le_div_iff₀ (by positivity) hD0]
      nlinarith [pow_pos hk 3]
    have high : ∀ k, f k ≤ 2 * D / 2 ^ k := fun k => by
      have hk : (0 : ℝ) < 2 ^ k := by positivity
      rw [hf, ← mul_div_assoc, div_le_div_iff₀ (by positivity) hk]
      nlinarith [pow_pos hD0 3]
    -- geometric tail of the nodes below D
    have hA : ∀ n : ℕ, ∑ k ∈ Finset.range n, f k ≤ 2 * 2 ^ n / D := by
      intro n
      induction n with
      | zero => rw [Finset.sum_range_zero]; positivity
      | succ n ih =>
        rw [Finset.sum_range_succ]
        have e : 2 * (2 : ℝ) ^ (n + 1) / D = 2 * 2 ^ n / D + 2 * 2 ^ n / D := by ring
        linarith [low n]
    -- bound on the whole sum once r nodes above D have been added
    have hB : ∀ r : ℕ, ∑ k ∈ Finset.range (m + 1 + r), f k ≤
        2 * 2 ^ (m + 1) / D + 4 * D / 2 ^ (m + 1) - 4 * D / 2 ^ (m + 1 + r) := by
      intro r
      induction r with
      | zero =>
        simp only [Nat.add_zero]
        linarith [hA (m + 1)]
      | succ r ih =>
        have e : m + 1 + (r + 1) = (m + 1 + r) + 1 := rfl
        rw [e, Finset.sum_range_succ, pow_succ (2 : ℝ) (m + 1 + r)]
        have e2 : 4 * D / ((2 : ℝ) ^ (m + 1 + r) * 2) = 2 * D / 2 ^ (m + 1 + r) := by ring
        have e3 : 4 * D / (2 : ℝ) ^ (m + 1 + r) = 2 * (2 * D / 2 ^ (m + 1 + r)) := by ring
        linarith [high (m + 1 + r)]
    obtain ⟨r, hr⟩ := Nat.exists_eq_add_of_le (show m + 1 ≤ N + 3 by omega)
    rw [hr]
    have hlast : 0 ≤ 4 * D / (2 : ℝ) ^ (m + 1 + r) := by positivity
    have h6 : 2 * 2 ^ (m + 1) / D + 4 * D / 2 ^ (m + 1) ≤ 6 := by
      rw [pow_succ, div_add_div _ _ hD0.ne' (by positivity), div_le_iff₀ (by positivity)]
      nlinarith [mul_nonneg (sub_nonneg.2 hm1) (sub_nonneg.2 hm3)]
    linarith [hB r]

/-- The octave grid with the `N+3` nodes `2^k` and weights `(π/4)·2^k` reproduces `π` to
within `π/2` for all transition energies in `[1, 2^N]`. -/
theorem octave_grid_suffices (N : ℕ) {D : ℝ} (hD : D ∈ Set.Icc (1 : ℝ) (2 ^ N)) :
    |gridIntegral (fun k : Fin (N + 3) => 2 ^ (k : ℕ))
      (fun k : Fin (N + 3) => π / 4 * 2 ^ (k : ℕ)) D - π| ≤ π / 2 := by
  obtain ⟨h1, h2⟩ := octave_sum_bounds N hD
  have e : gridIntegral (fun k : Fin (N + 3) => 2 ^ (k : ℕ))
      (fun k : Fin (N + 3) => π / 4 * 2 ^ (k : ℕ)) D =
      π / 4 * ∑ k ∈ Finset.range (N + 3), (2 : ℝ) ^ k * (2 * D / (D ^ 2 + (2 ^ k) ^ 2)) := by
    rw [Finset.sum_range, Finset.mul_sum]
    exact Finset.sum_congr rfl fun k _ => mul_assoc _ _ _
  have b1 := mul_le_mul_of_nonneg_left h1 Real.pi_pos.le
  have b2 := mul_le_mul_of_nonneg_left h2 Real.pi_pos.le
  rw [e, abs_le]
  constructor <;> linarith

end

end ImaginaryFrequencyGrid
```

```lean
#print axioms ImaginaryFrequencyGrid.exact_frequency_integral
#print axioms ImaginaryFrequencyGrid.crude_grid_lower_bound
#print axioms ImaginaryFrequencyGrid.octave_grid_suffices
```

```
'ImaginaryFrequencyGrid.exact_frequency_integral' depends on axioms: [propext, Classical.choice, Quot.sound]
'ImaginaryFrequencyGrid.crude_grid_lower_bound' depends on axioms: [propext, Classical.choice, Quot.sound]
'ImaginaryFrequencyGrid.octave_grid_suffices' depends on axioms: [propext, Classical.choice, Quot.sound]
```

## How the file carries out the steps

`hasDerivAt_arctan_div` supplies the derivative of the arctangent. It is used with frequency as the variable in `exact_frequency_integral`, and with energy as the variable in the lower bound.

`kernel_bound` is the one-node estimate. Its inner claim `key` is the sign condition, proved by two `le_total` splits that place $|w|$ below, above or inside the window. Then `div_le_div_iff₀` cross-multiplies, and `nlinarith` closes the goal.

In `grid_size_lower_bound`, `choose` picks the $v_j$, and `hpeak` bounds each node's contribution through `Finset.single_le_sum`. The file does not integrate the final inequality. It considers

$$\sum_j2(1+\varepsilon)\pi\arctan\frac{D}{v_j}-(1-\varepsilon)\pi\ln D,$$

computes its derivative in `hF`, shows in `hF'` that this is nonnegative, and applies `monotoneOn_of_deriv_nonneg`. Comparing the values at $a$ and $b$ replaces the integral. `hup` and `hlo` bound the arctangents at the two ends. The condition $\varepsilon\ge0$ is not assumed; `hε` obtains it from the accuracy at $D=a$.

For the octave grid, `three_nodes` proves the lower estimate with $P=2^m$. In `octave_sum_bounds`, `exists_nat_pow_near` finds $m$, and the inductions `hA` and `hB` sum the nodes below and above $D$. `hB` carries the remainder of the finite geometric sum explicitly, which lets the induction close. `octave_grid_suffices` multiplies both estimates by $\pi/4$, so that $Q(D)$ lies between $\pi/2$ and $3\pi/2$.
